# Local exchange overbinds a strongly squeezed film with a fixed in-plane weight

## Profile, weight and energies

A film profile $p(z)\ge 0$ is continuous and compactly supported, with $\int p\,dz=1$. Squeezing by $s>0$ gives $p_s(z)=s\,p(sz)$, which has the same integral. The local exchange integral is $L(p)=\int p^{4/3}dz$.

The in-plane weight $w(r)\ge 0$ is integrable on $r>0$, with $W=\int_0^\infty w\,dr$. Two layers at separation $d$ contribute
$$K(d)=\int_0^\infty w(r)\frac{r}{\sqrt{r^2+d^2}}\,dr,$$
and the film has the nonlocal exchange integral
$$X(p)=\iint p(z)p(y)K(z-y)\,dz\,dy .$$

This form describes a film that is uniform in the plane and has one occupied subband: the squared density matrix factorises into $p(z)p(y)$ and an in-plane part, which $w$ contains together with the prefactors. Keeping $w$ fixed means keeping the in-plane state fixed while the film is squeezed. The energies per area are $-c\,L(p)$ and $-X(p)$, where $c>0$ stands for the local exchange constant times the areal density to the power $4/3$.

## Divergence against a finite limit

As $s\to\infty$, $L(p_s)$ diverges as $s^{1/3}$, while $X(p_s)$ stays in $[0,W]$ and tends to $W$. In this one-subband model, the local density approximation for exchange therefore fails without bound as the film approaches two dimensions.

**Local part.** With $u=sz$,
$$L(p_s)=s^{4/3}\int p(sz)^{4/3}dz=s^{4/3}\,s^{-1}L(p)=s^{1/3}L(p).$$
Here $L(p)>0$: if it were zero, $p$ would vanish almost everywhere, contradicting $\int p\,dz=1$.

**Layer exchange.** For $r>0$ the ratio $r/\sqrt{r^2+d^2}$ lies in $[0,1]$ and equals 1 at $d=0$. Hence $0\le K(d)\le W$ and $K(0)=W$. The integrand is continuous in $d$ and bounded by $w$, so $K$ is continuous by dominated convergence.

**Nonlocal part.** With $u=sz$ and $v=sy$, the factor $s^2$ from the profiles cancels $dz\,dy=s^{-2}du\,dv$:
$$X(p_s)=\iint p(u)p(v)\,K\!\left(\frac{u-v}{s}\right)du\,dv .$$
The bounds on $K$ give $0\le X(p_s)\le W(\int p\,dz)^2=W$. As $s\to\infty$, the integrand tends to $p(u)p(v)W$ and is dominated by it, so $X(p_s)\to W$.

**Energies.** Their difference satisfies
$$-X(p_s)+c\,L(p_s)\ge c\,s^{1/3}L(p)-W .$$
The local energy is lower once $s>(W/(cL(p)))^3$, and the gap grows without bound.

## The film in Lean

```lean
import Mathlib

open MeasureTheory Filter Set Topology

namespace SqueezedFilmExchange

noncomputable section
```

`IsProfile` collects the four conditions on $p$.

```lean
/-- A normalised density profile across a film: continuous, of compact support, nonnegative,
with integral one. -/
structure IsProfile (p : ℝ → ℝ) : Prop where
  cont : Continuous p
  compact : HasCompactSupport p
  nonneg : ∀ z, 0 ≤ p z
  norm : ∫ z, p z = 1
```

The next definitions are $p_s$, $L$, $K$ and $X$, in that order. `Ioi 0` is the half-line $r>0$, and a pair `q` holds the two layer positions.

```lean
/-- The profile squeezed by the factor `s`, namely `s p(sz)`. -/
def squeeze (s : ℝ) (p : ℝ → ℝ) (z : ℝ) : ℝ := s * p (s * z)

/-- The local exchange integral: the integral of the profile to the power 4/3. -/
def localExchange (p : ℝ → ℝ) : ℝ := ∫ z, p z ^ (4 / 3 : ℝ)

/-- The in-plane exchange integral between two layers at separation `d`, for the in-plane
weight `w(r)` on `r > 0`. -/
def layerExchange (w : ℝ → ℝ) (d : ℝ) : ℝ :=
  ∫ r in Ioi (0 : ℝ), w r * (r / Real.sqrt (r ^ 2 + d ^ 2))

/-- The nonlocal exchange integral of a film: the layer exchange summed over all pairs of
layers, weighted by the profile at both. -/
def filmExchange (w p : ℝ → ℝ) : ℝ :=
  ∫ q : ℝ × ℝ, p q.1 * p q.2 * layerExchange w (q.1 - q.2)
```

## Scaling and positivity of the local integral

The proof splits the power of the product, changes variables and uses $s^{4/3}=s^{1/3}s$.

```lean
/-- Squeezing a nonnegative profile by `s > 0` multiplies its local exchange integral by
`s^(1/3)`. -/
theorem localExchange_squeeze {p : ℝ → ℝ} (hp : ∀ z, 0 ≤ p z) {s : ℝ} (hs : 0 < s) :
    localExchange (squeeze s p) = s ^ (1 / 3 : ℝ) * localExchange p := by
  have hpow : s ^ (4 / 3 : ℝ) = s ^ (1 / 3 : ℝ) * s := by
    rw [← Real.rpow_add_one hs.ne']
    norm_num
  have h := Measure.integral_comp_mul_left (fun z => p z ^ (4 / 3 : ℝ)) s
  rw [abs_of_pos (inv_pos.mpr hs), smul_eq_mul] at h
  unfold localExchange squeeze
  simp_rw [fun z => Real.mul_rpow (z := (4 / 3 : ℝ)) hs.le (hp (s * z))]
  rw [integral_const_mul, h, hpow, mul_assoc, mul_inv_cancel_left₀ hs.ne']
```

Positivity follows by contradiction, as above; continuity and compact support supply integrability of $p^{4/3}$.

```lean
/-- The local exchange integral of a normalised film profile is strictly positive. -/
theorem localExchange_pos {p : ℝ → ℝ} (hp : IsProfile p) : 0 < localExchange p := by
  have hn : ∀ z, 0 ≤ p z ^ (4 / 3 : ℝ) := fun z => Real.rpow_nonneg (hp.nonneg z) _
  have hc : Continuous fun z => p z ^ (4 / 3 : ℝ) :=
    hp.cont.rpow_const fun _ => Or.inr (by norm_num)
  have hk : HasCompactSupport fun z => p z ^ (4 / 3 : ℝ) :=
    hp.compact.comp_left (g := fun x : ℝ => x ^ (4 / 3 : ℝ)) (Real.zero_rpow (by norm_num))
  refine lt_of_le_of_ne (integral_nonneg hn) fun h0 => ?_
  -- a vanishing integral would force the profile itself to vanish almost everywhere
  have hz := (integral_eq_zero_iff_of_nonneg hn (hc.integrable_of_hasCompactSupport hk)).mp h0.symm
  have hp0 : p =ᵐ[volume] fun _ => (0 : ℝ) := by
    filter_upwards [hz] with z h
    exact ((Real.rpow_eq_zero_iff_of_nonneg (hp.nonneg z)).mp h).1
  have h1 := hp.norm
  rw [integral_congr_ae hp0, integral_zero] at h1
  exact zero_ne_one h1
```

## Bounds and continuity of the layer exchange

The geometric bound comes first.

```lean
/-- For `r > 0` the ratio of in-plane distance to full distance lies between zero and one. -/
theorem distance_ratio {r : ℝ} (hr : 0 < r) (d : ℝ) :
    0 ≤ r / Real.sqrt (r ^ 2 + d ^ 2) ∧ r / Real.sqrt (r ^ 2 + d ^ 2) ≤ 1 := by
  have hpos : 0 < Real.sqrt (r ^ 2 + d ^ 2) := Real.sqrt_pos.mpr (by positivity)
  refine ⟨by positivity, (div_le_one hpos).mpr ?_⟩
  exact (Real.le_sqrt' hr).mpr (by nlinarith [sq_nonneg d])
```

It yields the bounds on $K$ and, through `continuous_of_dominated`, its continuity. The value at zero is computed directly, since the ratio equals 1 there.

```lean
/-- For a weight that is integrable and nonnegative on `r > 0`, the layer exchange is
nonnegative, at most the integral of the weight, equal to it at zero separation, and continuous
in the separation. -/
theorem layerExchange_properties {w : ℝ → ℝ} (hw : IntegrableOn w (Ioi 0))
    (hw0 : ∀ r, 0 < r → 0 ≤ w r) :
    (∀ d, 0 ≤ layerExchange w d ∧ layerExchange w d ≤ ∫ r in Ioi (0 : ℝ), w r) ∧
      layerExchange w 0 = ∫ r in Ioi (0 : ℝ), w r ∧ Continuous (layerExchange w) := by
  have hmem : ∀ᵐ r ∂(volume.restrict (Ioi (0 : ℝ))), r ∈ Ioi (0 : ℝ) :=
    ae_restrict_mem measurableSet_Ioi
  refine ⟨fun d => ⟨?_, ?_⟩, ?_, ?_⟩
  · exact setIntegral_nonneg measurableSet_Ioi fun r hr =>
      mul_nonneg (hw0 r hr) (distance_ratio hr d).1
  · refine integral_mono_of_nonneg ?_ hw ?_
    · filter_upwards [hmem] with r hr
      exact mul_nonneg (hw0 r hr) (distance_ratio hr d).1
    · filter_upwards [hmem] with r hr
      exact mul_le_of_le_one_right (hw0 r hr) (distance_ratio hr d).2
  · refine setIntegral_congr_fun measurableSet_Ioi fun r hr => ?_
    have hr' : 0 < r := hr
    have h1 : r / Real.sqrt (r ^ 2 + 0 ^ 2) = 1 := by
      rw [zero_pow two_ne_zero, add_zero, Real.sqrt_sq hr'.le, div_self hr'.ne']
    change w r * (r / Real.sqrt (r ^ 2 + 0 ^ 2)) = w r
    rw [h1, mul_one]
  · -- dominated convergence, with the weight itself as the bound
    refine continuous_of_dominated (bound := w) (fun d => ?_) (fun d => ?_) hw ?_
    · exact hw.aestronglyMeasurable.mul (measurable_id.div
        (Continuous.measurable (by fun_prop))).aestronglyMeasurable
    · filter_upwards [hmem] with r hr
      rw [Real.norm_of_nonneg (mul_nonneg (hw0 r hr) (distance_ratio hr d).1)]
      exact mul_le_of_le_one_right (hw0 r hr) (distance_ratio hr d).2
    · filter_upwards [hmem] with r hr
      have hr' : 0 < r := hr
      exact continuous_const.mul (continuous_const.div (by fun_prop)
        fun d => (Real.sqrt_pos.mpr (by positivity)).ne')
```

## Rescaling both coordinates at once

`Measure.integral_comp_smul` treats the pair $(z,y)$ as one vector. For a function on a real vector space of dimension $n$, replacing the argument $x$ by $sx$ multiplies the integral by $|s^{-n}|$. Here `hdim` supplies $n=2$, and `hint` rewrites the squeezed integrand as $s^2$ times a function of `s • q`. The lemma requires no integrability, so this identity holds for arbitrary `w` and `p`.

```lean
/-- The nonlocal exchange integral of a film squeezed by `s > 0` equals the integral with the
unsqueezed profile and all layer separations in the layer exchange divided by `s`. -/
theorem filmExchange_squeeze (w p : ℝ → ℝ) {s : ℝ} (hs : 0 < s) :
    filmExchange w (squeeze s p) =
      ∫ q : ℝ × ℝ, p q.1 * p q.2 * layerExchange w ((q.1 - q.2) / s) := by
  have h := Measure.integral_comp_smul ((volume : Measure ℝ).prod volume)
    (fun q : ℝ × ℝ => p q.1 * p q.2 * layerExchange w ((q.1 - q.2) / s)) s
  have hdim : Module.finrank ℝ (ℝ × ℝ) = 2 := by simp
  rw [hdim, abs_of_pos (by positivity), smul_eq_mul] at h
  unfold filmExchange
  rw [Measure.volume_eq_prod]
  have hint : ∀ q : ℝ × ℝ,
      squeeze s p q.1 * squeeze s p q.2 * layerExchange w (q.1 - q.2) =
        s ^ 2 * (p (s • q).1 * p (s • q).2 *
          layerExchange w (((s • q).1 - (s • q).2) / s)) := by
    intro q
    have hd : (s * q.1 - s * q.2) / s = q.1 - q.2 := by
      rw [← mul_sub, mul_div_cancel_left₀ _ hs.ne']
    simp only [squeeze, Prod.smul_fst, Prod.smul_snd, smul_eq_mul, hd]
    ring
  rw [integral_congr_ae (Eventually.of_forall hint), integral_const_mul, h,
    mul_inv_cancel_left₀ (pow_ne_zero 2 hs.ne')]
```

## The limits and the energy gap

The first theorem states the divergence, the bounds for every $s>0$, and the limit. In its proof, `hbi` is the integrability of the dominating function and `hbv` evaluates its integral as $W$. Since `atTop` concerns large $s$ only, the rescaled formulas need to hold only eventually.

```lean
/-- For a normalised profile and a weight integrable and nonnegative on `r > 0`, squeezing makes
the local exchange integral diverge, while the nonlocal one stays between zero and the integral
of the weight and tends to the latter. -/
theorem exchange_of_squeezed_film {w p : ℝ → ℝ} (hp : IsProfile p)
    (hw : IntegrableOn w (Ioi 0)) (hw0 : ∀ r, 0 < r → 0 ≤ w r) :
    Tendsto (fun s => localExchange (squeeze s p)) atTop atTop ∧
      (∀ s, 0 < s → 0 ≤ filmExchange w (squeeze s p) ∧
        filmExchange w (squeeze s p) ≤ ∫ r in Ioi (0 : ℝ), w r) ∧
      Tendsto (fun s => filmExchange w (squeeze s p)) atTop (𝓝 (∫ r in Ioi (0 : ℝ), w r)) := by
  obtain ⟨hK, hK0, hKc⟩ := layerExchange_properties hw hw0
  have hpc := hp.cont
  have hpi : Integrable p := hpc.integrable_of_hasCompactSupport hp.compact
  have hpp : ∀ q : ℝ × ℝ, 0 ≤ p q.1 * p q.2 := fun q => mul_nonneg (hp.nonneg _) (hp.nonneg _)
  have hbi : Integrable (fun q : ℝ × ℝ => p q.1 * p q.2 * ∫ r in Ioi (0 : ℝ), w r) := by
    rw [Measure.volume_eq_prod]
    exact (hpi.mul_prod hpi).mul_const _
  have hbv : ∫ q : ℝ × ℝ, p q.1 * p q.2 * (∫ r in Ioi (0 : ℝ), w r) =
      ∫ r in Ioi (0 : ℝ), w r := by
    rw [integral_mul_const, Measure.volume_eq_prod, integral_prod_mul, hp.norm, one_mul, one_mul]
  refine ⟨?_, fun s hs => ?_, ?_⟩
  · refine ((tendsto_rpow_atTop (by norm_num : (0 : ℝ) < 1 / 3)).atTop_mul_const
      (localExchange_pos hp)).congr' ?_
    filter_upwards [eventually_gt_atTop 0] with s hs
    exact (localExchange_squeeze hp.nonneg hs).symm
  · rw [filmExchange_squeeze w p hs]
    refine ⟨integral_nonneg fun q => mul_nonneg (hpp q) (hK _).1, ?_⟩
    refine le_trans (integral_mono_of_nonneg (Eventually.of_forall fun q =>
      mul_nonneg (hpp q) (hK _).1) hbi (Eventually.of_forall fun q =>
      mul_le_mul_of_nonneg_left (hK _).2 (hpp q))) hbv.le
  · -- all layer separations shrink to zero, under a common integrable bound
    have hlim : Tendsto (fun s : ℝ => ∫ q : ℝ × ℝ,
        p q.1 * p q.2 * layerExchange w ((q.1 - q.2) / s)) atTop
        (𝓝 (∫ q : ℝ × ℝ, p q.1 * p q.2 * (∫ r in Ioi (0 : ℝ), w r))) := by
      refine tendsto_integral_filter_of_dominated_convergence _
        (Eventually.of_forall fun s => ?_)
        (Eventually.of_forall fun s => Eventually.of_forall fun q => ?_) hbi
        (Eventually.of_forall fun q => ?_)
      · exact Continuous.aestronglyMeasurable (by fun_prop)
      · rw [Real.norm_of_nonneg (mul_nonneg (hpp q) (hK _).1)]
        exact mul_le_mul_of_nonneg_left (hK _).2 (hpp q)
      · rw [← hK0]
        exact ((hKc.tendsto 0).comp (tendsto_const_nhds.div_atTop tendsto_id)).const_mul _
    rw [hbv] at hlim
    refine hlim.congr' ?_
    filter_upwards [eventually_gt_atTop 0] with s hs
    exact (filmExchange_squeeze w p hs).symm
```

The second theorem turns these integrals into energies. Its first part has the explicit condition $W<c\,s^{1/3}L(p)$; its second says that the nonlocal energy minus the local one tends to $+\infty$. The coefficient `c` is any positive number, and `w` is given, not computed from an electronic state.

```lean
/-- For a normalised profile, a weight integrable and nonnegative on `r > 0`, and any local
coefficient `c > 0`, the local exchange energy of the film squeezed by `s > 0` lies below the
nonlocal one once `c s^(1/3)` times the unsqueezed local integral exceeds the integral of the
weight, and the gap grows without bound. -/
theorem local_exchange_overbinds {w p : ℝ → ℝ} (hp : IsProfile p)
    (hw : IntegrableOn w (Ioi 0)) (hw0 : ∀ r, 0 < r → 0 ≤ w r) {c : ℝ} (hc : 0 < c) :
    (∀ s, 0 < s → ∫ r in Ioi (0 : ℝ), w r < c * (s ^ (1 / 3 : ℝ) * localExchange p) →
      -(c * localExchange (squeeze s p)) < -filmExchange w (squeeze s p)) ∧
    Tendsto (fun s => -filmExchange w (squeeze s p) - -(c * localExchange (squeeze s p)))
      atTop atTop := by
  obtain ⟨hloc, hbound, hlim⟩ := exchange_of_squeezed_film hp hw hw0
  refine ⟨fun s hs h => ?_, ?_⟩
  · rw [localExchange_squeeze hp.nonneg hs]
    linarith [(hbound s hs).2]
  · refine ((hloc.const_mul_atTop hc).atTop_add hlim.neg).congr fun s => ?_
    ring

end

end SqueezedFilmExchange
```

```lean
#print axioms SqueezedFilmExchange.local_exchange_overbinds
```

```
'SqueezedFilmExchange.local_exchange_overbinds' depends on axioms: [propext, Classical.choice, Quot.sound]
```

## Other local exponents

The same substitution gives $\int p_s^a\,dz=s^{a-1}\int p^a\,dz$ for any $a>1$, and the positivity argument carries over. Any local energy $-c\int p^a\,dz$ with $c>0$ and $a>1$ thus overbinds the film in the same way once it is squeezed strongly enough.
